# Antisymmetric mixing of occupied eigenstates costs nothing to second order in the orbital minimization functional

Let $H=\mathrm{diag}(e,f)$ hold occupied levels $e_i$ and virtual levels $f_a$, and displace the occupied eigenvectors $C=[I;0]$ along $D=[X;Y]$, with all matrices real. For $E(C)=\mathrm{Tr}\big((2I-C^TC)\,C^THC\big)$, the function $E(C+tD)$ has no term linear in $t$, and its $t^2$ coefficient is

$$\sum_{a,i}(f_a-e_i)Y_{ai}^2-\sum_{i,j}e_i(X_{ij}+X_{ji})^2 .$$

An antisymmetric $X$ drops out of it. In this non-interacting, finite model, the Hessian of $E$ at the occupied eigenvectors therefore has flat directions whenever there are at least two occupied orbitals.

## Orbitals free of any orthonormality constraint

The columns of $C$ are arbitrary vectors in an orthonormal basis. The factor $2I-C^TC$ stands in for the inverse overlap, and for orthonormal columns $E$ is the sum of orbital energies, without a spin factor. In Lean, `o` and `v` are finite index types for occupied and virtual levels.

```lean
import Mathlib

open Matrix

namespace OrbitalMinimization

noncomputable section

variable {m n o v : Type*} [Fintype m] [Fintype n] [Fintype o] [Fintype v]
  [DecidableEq m] [DecidableEq o] [DecidableEq v]

/-- The orbital minimization functional `Tr((2I - CᵀC) CᵀHC)` of unconstrained real orbitals,
the columns of `C`. -/
def omEnergy (H : Matrix n n ℝ) (C : Matrix n o ℝ) : ℝ :=
  trace (((2 : ℝ) • (1 : Matrix o o ℝ) - Cᵀ * C) * (Cᵀ * H * C))
```

## A reference made of eigenvectors

`levels` is diagonal on the combined index `o ⊕ v`, and `occupied` is $[I;0]$. The Hamiltonian is thus fixed and already diagonalised. The energies $e,f$ are entered as already shifted, that is, measured from a chosen zero such as a chemical potential; the expansion itself holds for any real values.

```lean
/-- The diagonal Hamiltonian with occupied levels `e` and virtual levels `f`. -/
def levels (e : o → ℝ) (f : v → ℝ) : Matrix (o ⊕ v) (o ⊕ v) ℝ :=
  diagonal (Sum.elim e f)

/-- The occupied eigenvectors, as the block column `[I; 0]`. -/
def occupied (o v : Type*) [DecidableEq o] : Matrix (o ⊕ v) o ℝ :=
  fromRows 1 0

/-- The quadratic form `∑ (f_a - e_i) Y_ai² - ∑ e_i (X_ij + X_ji)²` in a displacement with
occupied block `X` and virtual block `Y`. -/
def curvature (e : o → ℝ) (f : v → ℝ) (X : Matrix o o ℝ) (Y : Matrix v o ℝ) : ℝ :=
  ∑ a, ∑ i, (f a - e i) * Y a i ^ 2 - ∑ i, ∑ j, e i * (X i j + X j i) ^ 2
```

Write $\Lambda=\mathrm{diag}(e)$ and $\Phi=\mathrm{diag}(f)$. Because $H$ does not couple the two blocks, the displaced orbitals have

$$C_t^TC_t=I+tA+t^2B,\qquad C_t^THC_t=\Lambda+tG+t^2K,$$

where $C_t=C+tD$, $A=X+X^T$, $B=X^TX+Y^TY$, $G=X^T\Lambda+\Lambda X$ and $K=X^T\Lambda X+Y^T\Phi Y$. Multiplying out $\mathrm{Tr}\big((I-tA-t^2B)(\Lambda+tG+t^2K)\big)$ gives, order by order:

- $t^1$: $\mathrm{Tr}\,G-\mathrm{Tr}\,A\Lambda=0$, by cyclicity.
- $t^2$: $\mathrm{Tr}\,K-\mathrm{Tr}\,AG-\mathrm{Tr}\,B\Lambda$.
- $t^3$: $-\mathrm{Tr}\,AK-\mathrm{Tr}\,BG$.
- $t^4$: $-\mathrm{Tr}\,BK$.

In the $t^2$ term, $Y$ contributes $\mathrm{Tr}\,Y^T\Phi Y-\mathrm{Tr}\,Y^TY\Lambda=\sum_{a,i}(f_a-e_i)Y_{ai}^2$. For $X$, cyclicity gives

$$\mathrm{Tr}\,AG=\mathrm{Tr}\,\Lambda\,(XX^T+X^2+X^TX^T)+\mathrm{Tr}\,X^T\Lambda X .$$

The last trace cancels against $K$, and $B$ supplies $-\mathrm{Tr}\,\Lambda X^TX$. What remains is $-\mathrm{Tr}\,\Lambda A^2=-\sum_{i,j}e_iA_{ij}^2$, since $A$ is symmetric.

The proof takes the same route. The two block lemmas give the overlap and Hamiltonian matrices, and `trace_weighted` turns traces into weighted sums of squares.

```lean
omit [DecidableEq o] [DecidableEq v] in
/-- The overlap of two sets of orbitals is the sum of its occupied and virtual parts. -/
theorem overlap_blocks (A A' : Matrix o o ℝ) (B B' : Matrix v o ℝ) :
    (fromRows A B)ᵀ * fromRows A' B' = Aᵀ * A' + Bᵀ * B' := by
  ext i j
  rw [Matrix.mul_apply, Fintype.sum_sum_type, Matrix.add_apply, Matrix.mul_apply,
    Matrix.mul_apply]
  simp

/-- The Hamiltonian matrix between two sets of orbitals is the sum of its occupied and
virtual parts. -/
theorem energy_blocks (e : o → ℝ) (f : v → ℝ) (A A' : Matrix o o ℝ) (B B' : Matrix v o ℝ) :
    (fromRows A B)ᵀ * levels e f * fromRows A' B'
      = Aᵀ * diagonal e * A' + Bᵀ * diagonal f * B' := by
  unfold levels
  ext i j
  rw [Matrix.mul_apply, Fintype.sum_sum_type, Matrix.add_apply, Matrix.mul_apply,
    Matrix.mul_apply]
  simp [Matrix.mul_diagonal]

/-- The trace of a diagonal Hamiltonian over a set of orbitals is the sum of the levels
weighted by squared amplitudes. -/
theorem trace_weighted (d : m → ℝ) (M : Matrix m n ℝ) :
    trace (Mᵀ * diagonal d * M) = ∑ a, ∑ i, d a * M a i ^ 2 := by
  rw [Finset.sum_comm]
  unfold Matrix.trace
  refine Finset.sum_congr rfl fun i _ => ?_
  rw [Matrix.diag_apply, Matrix.mul_apply]
  refine Finset.sum_congr rfl fun a _ => ?_
  rw [Matrix.mul_diagonal, Matrix.transpose_apply]
  ring
```

`second_order` collects the $t^2$ terms; its closing `linear_combination` supplies three instances of cyclicity.

```lean
/-- The three second-order contributions, from the energy, from the product of first-order
changes and from the overlap, add up to the quadratic form `curvature`. -/
theorem second_order (e : o → ℝ) (f : v → ℝ) (X : Matrix o o ℝ) (Y : Matrix v o ℝ) :
    trace ((fromRows X Y)ᵀ * levels e f * fromRows X Y)
      - trace ((X + Xᵀ) * (Xᵀ * diagonal e + diagonal e * X))
      - trace ((fromRows X Y)ᵀ * fromRows X Y * diagonal e) = curvature e f X Y := by
  have hA : trace ((X + Xᵀ) * diagonal e * (X + Xᵀ))
      = ∑ i, ∑ j, e i * (X i j + X j i) ^ 2 := by
    have h := trace_weighted e (X + Xᵀ)
    rw [transpose_add, transpose_transpose, add_comm Xᵀ X] at h
    simpa only [Matrix.add_apply, transpose_apply] using h
  have hY : trace (Yᵀ * Y * diagonal e) = ∑ a, ∑ i, e i * Y a i ^ 2 := by
    rw [← trace_mul_cycle Y (diagonal e) Yᵀ, Finset.sum_comm]
    simpa only [transpose_transpose, transpose_apply] using trace_weighted e Yᵀ
  have hs : ∑ a, ∑ i, (f a - e i) * Y a i ^ 2
      = ∑ a, ∑ i, f a * Y a i ^ 2 - ∑ a, ∑ i, e i * Y a i ^ 2 := by
    simp only [sub_mul, Finset.sum_sub_distrib]
  unfold curvature
  rw [energy_blocks, overlap_blocks, hs, ← hA, ← hY, ← trace_weighted f Y]
  simp only [Matrix.add_mul, Matrix.mul_add, trace_add, ← Matrix.mul_assoc]
  -- what remains is cyclicity of the trace
  linear_combination trace_mul_cycle Xᵀ (diagonal e) X + trace_mul_cycle Xᵀ (diagonal e) Xᵀ
    + trace_mul_cycle X (diagonal e) Xᵀ
```

In the expansion, `quartic` multiplies out the trace for arbitrary matrices, `hS` and `hH` insert the two polynomials above, and `h1` is the first-order cancellation.

```lean
/-- Exact expansion of the functional about the occupied orbitals: the linear term is absent,
the `t²` coefficient is `curvature`, and the series ends at `t⁴`. -/
theorem omEnergy_expansion (e : o → ℝ) (f : v → ℝ) (X : Matrix o o ℝ) (Y : Matrix v o ℝ)
    (t : ℝ) :
    omEnergy (levels e f) (occupied o v + t • fromRows X Y)
      = ∑ i, e i + t ^ 2 * curvature e f X Y
        - t ^ 3 * (trace ((X + Xᵀ) * ((fromRows X Y)ᵀ * levels e f * fromRows X Y))
          + trace ((fromRows X Y)ᵀ * fromRows X Y * (Xᵀ * diagonal e + diagonal e * X)))
        - t ^ 4 * trace ((fromRows X Y)ᵀ * fromRows X Y
          * ((fromRows X Y)ᵀ * levels e f * fromRows X Y)) := by
  have quartic : ∀ A B E G K : Matrix o o ℝ,
      trace (((2 : ℝ) • (1 : Matrix o o ℝ) - (1 + t • A + t ^ 2 • B))
        * (E + t • G + t ^ 2 • K))
      = trace E + t * (trace G - trace (A * E))
        + t ^ 2 * (trace K - trace (A * G) - trace (B * E))
        - t ^ 3 * (trace (A * K) + trace (B * G)) - t ^ 4 * trace (B * K) := by
    intro A B E G K
    simp only [Matrix.sub_mul, Matrix.add_mul, Matrix.mul_add, Matrix.smul_mul,
      Matrix.mul_smul, Matrix.one_mul, trace_add, trace_sub, trace_smul, smul_eq_mul]
    ring
  -- overlap and Hamiltonian matrix of the displaced orbitals
  have hS : (occupied o v + t • fromRows X Y)ᵀ * (occupied o v + t • fromRows X Y)
      = 1 + t • (X + Xᵀ) + t ^ 2 • ((fromRows X Y)ᵀ * fromRows X Y) := by
    have a1 : (occupied o v)ᵀ * occupied o v = 1 := by simp [occupied, overlap_blocks]
    have a2 : (occupied o v)ᵀ * fromRows X Y = X := by simp [occupied, overlap_blocks]
    have a3 : (fromRows X Y)ᵀ * occupied o v = Xᵀ := by simp [occupied, overlap_blocks]
    simp only [transpose_add, transpose_smul, Matrix.add_mul, Matrix.mul_add,
      Matrix.smul_mul, Matrix.mul_smul, a1, a2, a3]
    module
  have hH : (occupied o v + t • fromRows X Y)ᵀ * levels e f
        * (occupied o v + t • fromRows X Y)
      = diagonal e + t • (Xᵀ * diagonal e + diagonal e * X)
        + t ^ 2 • ((fromRows X Y)ᵀ * levels e f * fromRows X Y) := by
    have b1 : (occupied o v)ᵀ * levels e f * occupied o v = diagonal e := by
      simp [occupied, energy_blocks]
    have b2 : (occupied o v)ᵀ * levels e f * fromRows X Y = diagonal e * X := by
      simp [occupied, energy_blocks]
    have b3 : (fromRows X Y)ᵀ * levels e f * occupied o v = Xᵀ * diagonal e := by
      simp [occupied, energy_blocks]
    simp only [transpose_add, transpose_smul, Matrix.add_mul, Matrix.mul_add,
      Matrix.smul_mul, Matrix.mul_smul, b1, b2, b3]
    module
  -- the first-order changes of energy and overlap cancel
  have h1 : trace (Xᵀ * diagonal e + diagonal e * X) - trace ((X + Xᵀ) * diagonal e) = 0 := by
    rw [Matrix.add_mul, trace_add, trace_add, trace_mul_comm (diagonal e) X]
    ring
  unfold omEnergy
  rw [hS, hH, quartic, h1, second_order, trace_diagonal]
  ring
```

If the reference orbitals did not span an invariant subspace of $H$, a nonzero occupied–virtual block $W$ in $H$ would add the linear term $2t\,\mathrm{Tr}(WY)$.

## Orthogonality of a finite mixing

The condition $U^TU=I$ says that the orbitals are rotated or reflected among themselves. Then $2I-(CU)^TCU=U^T(2I-C^TC)U$ and $(CU)^TH\,CU=U^T(C^THC)U$. In the trace of their product, $UU^T=I$ removes the inner pair and cyclicity the outer one. These are `e1`, `e2` and `e3`, for any real $H$ and $C$.

```lean
/-- An orthogonal mixing of the orbitals among themselves leaves the functional unchanged. -/
theorem omEnergy_rotation (H : Matrix n n ℝ) (C : Matrix n o ℝ) (U : Matrix o o ℝ)
    (hU : Uᵀ * U = 1) : omEnergy H (C * U) = omEnergy H C := by
  have hU' : U * Uᵀ = 1 := mul_eq_one_comm.mp hU
  have e1 : (2 : ℝ) • (1 : Matrix o o ℝ) - (C * U)ᵀ * (C * U)
      = Uᵀ * ((2 : ℝ) • (1 : Matrix o o ℝ) - Cᵀ * C) * U := by
    rw [Matrix.mul_sub, Matrix.sub_mul, Matrix.mul_smul, Matrix.smul_mul, Matrix.mul_one,
      hU, transpose_mul]
    simp only [Matrix.mul_assoc]
  have e2 : (C * U)ᵀ * H * (C * U) = Uᵀ * (Cᵀ * H * C) * U := by
    simp only [transpose_mul, Matrix.mul_assoc]
  have e3 : ∀ P Q : Matrix o o ℝ, trace (Uᵀ * P * U * (Uᵀ * Q * U)) = trace (P * Q) := by
    intro P Q
    have h : Uᵀ * P * U * (Uᵀ * Q * U) = Uᵀ * P * (U * Uᵀ) * Q * U := by
      simp only [Matrix.mul_assoc]
    rw [h, hU', Matrix.mul_one, trace_mul_comm, ← Matrix.mul_assoc, ← Matrix.mul_assoc,
      hU', Matrix.one_mul]
  unfold omEnergy
  rw [e1, e2, e3]
```

Without orthogonality the invariance can fail: doubling one normalised orbital of energy $e\ne0$ changes $E$ from $e$ to $(2-4)\cdot4e=-8e$.

## Occupied levels below zero and below the virtual ones

The conditions $e_i\le0$ and $e_i\le f_a$ are exactly what makes the quadratic form nonnegative. The second expresses aufbau filling. The first concerns the zero of energy: a common shift leaves $f_a-e_i$ alone but changes the weight $-e_i$ of the overlap error.

Given both conditions, every term is nonnegative. Conversely, the single entry $X_{ii}=1$ gives $-4e_i$, and $Y_{ai}=1$ gives $f_a-e_i$. The proof tests these same two displacements, with `key` evaluating the summands. If either condition fails, one of them, scaled by a small enough $t\ne0$, lowers the functional.

```lean
/-- The quadratic form is nonnegative for all displacements exactly when no occupied level is
positive and no occupied level lies above a virtual one. -/
theorem curvature_nonneg_iff (e : o → ℝ) (f : v → ℝ) :
    (∀ X Y, 0 ≤ curvature e f X Y) ↔ (∀ i, e i ≤ 0) ∧ ∀ a i, e i ≤ f a := by
  constructor
  · intro h
    constructor
    · intro i
      -- stretch the single orbital i
      have key : ∀ k l, e k * ((if k = i then if l = i then (1 : ℝ) else 0 else 0)
          + (if l = i then if k = i then (1 : ℝ) else 0 else 0)) ^ 2
          = (if k = i then 1 else 0) * (if l = i then 4 * e i else 0) := by
        intro k l
        by_cases hk : k = i <;> by_cases hl : l = i <;> simp [hk, hl]
        ring
      have h0 := h (Matrix.of fun k l => if k = i then if l = i then 1 else 0 else 0) 0
      simp only [curvature, Matrix.of_apply, key, ← Finset.mul_sum, ← Finset.sum_mul,
        Finset.sum_ite_eq', Finset.mem_univ, if_true, one_mul, Matrix.zero_apply] at h0
      norm_num at h0
      linarith
    · intro a i
      -- mix the virtual level a into orbital i
      have key : ∀ b k, (f b - e k) * (if b = a then if k = i then (1 : ℝ) else 0 else 0) ^ 2
          = (if b = a then 1 else 0) * (if k = i then f a - e i else 0) := by
        intro b k
        by_cases hb : b = a <;> by_cases hk : k = i <;> simp [hb, hk]
      have h0 := h 0 (Matrix.of fun b k => if b = a then if k = i then 1 else 0 else 0)
      simp only [curvature, Matrix.of_apply, key, ← Finset.mul_sum, ← Finset.sum_mul,
        Finset.sum_ite_eq', Finset.mem_univ, if_true, one_mul, Matrix.zero_apply] at h0
      norm_num at h0
      linarith
  · rintro ⟨he, hf⟩ X Y
    have hP : 0 ≤ ∑ a, ∑ i, (f a - e i) * Y a i ^ 2 :=
      Finset.sum_nonneg fun a _ => Finset.sum_nonneg fun i _ =>
        mul_nonneg (sub_nonneg.mpr (hf a i)) (sq_nonneg _)
    have hN : ∑ i, ∑ j, e i * (X i j + X j i) ^ 2 ≤ 0 :=
      Finset.sum_nonpos fun i _ => Finset.sum_nonpos fun j _ =>
        mul_nonpos_of_nonpos_of_nonneg (he i) (sq_nonneg _)
    unfold curvature
    linarith
```

With strict inequalities, a vanishing form forces each term to vanish, hence $X^T=-X$ and $Y=0$. The proof extracts the terms with `Finset.sum_eq_zero_iff_of_nonneg`. At equality there are further flat directions: stretching orbital $i$ if $e_i=0$, or mixing in level $a$ if $e_i=f_a$. The converse, that the form vanishes for antisymmetric $X$ and $Y=0$, needs no sign condition.

```lean
omit [DecidableEq o] [DecidableEq v] in
/-- With negative occupied levels below all virtual ones, the quadratic form vanishes exactly
for antisymmetric `X` and zero `Y`. -/
theorem curvature_eq_zero_iff (e : o → ℝ) (f : v → ℝ) (he : ∀ i, e i < 0)
    (hf : ∀ a i, e i < f a) (X : Matrix o o ℝ) (Y : Matrix v o ℝ) :
    curvature e f X Y = 0 ↔ Xᵀ = -X ∧ Y = 0 := by
  constructor
  · intro h
    have hp : ∀ a i, 0 ≤ (f a - e i) * Y a i ^ 2 := fun a i =>
      mul_nonneg (sub_pos.mpr (hf a i)).le (sq_nonneg _)
    have hn : ∀ i j, 0 ≤ -e i * (X i j + X j i) ^ 2 := fun i j =>
      mul_nonneg (neg_pos.mpr (he i)).le (sq_nonneg _)
    have hP := Finset.sum_nonneg fun a (_ : a ∈ Finset.univ) =>
      Finset.sum_nonneg fun i (_ : i ∈ Finset.univ) => hp a i
    have hN := Finset.sum_nonneg fun i (_ : i ∈ Finset.univ) =>
      Finset.sum_nonneg fun j (_ : j ∈ Finset.univ) => hn i j
    have hs : ∑ i, ∑ j, -e i * (X i j + X j i) ^ 2
        = -∑ i, ∑ j, e i * (X i j + X j i) ^ 2 := by
      simp only [neg_mul, Finset.sum_neg_distrib]
    unfold curvature at h
    -- both nonnegative parts vanish, hence every term does
    have P0 : ∑ a, ∑ i, (f a - e i) * Y a i ^ 2 = 0 := by linarith
    have N0 : ∑ i, ∑ j, -e i * (X i j + X j i) ^ 2 = 0 := by linarith
    constructor
    · ext i j
      have r := (Finset.sum_eq_zero_iff_of_nonneg
        (fun i _ => Finset.sum_nonneg fun j _ => hn i j)).mp N0 i (Finset.mem_univ i)
      have q := (Finset.sum_eq_zero_iff_of_nonneg (fun j _ => hn i j)).mp r j
        (Finset.mem_univ j)
      have z := (pow_eq_zero_iff two_ne_zero).mp
        ((mul_eq_zero.mp q).resolve_left (neg_pos.mpr (he i)).ne')
      rw [transpose_apply, Matrix.neg_apply]
      linarith
    · ext a i
      have r := (Finset.sum_eq_zero_iff_of_nonneg
        (fun a _ => Finset.sum_nonneg fun i _ => hp a i)).mp P0 a (Finset.mem_univ a)
      have q := (Finset.sum_eq_zero_iff_of_nonneg (fun i _ => hp a i)).mp r i
        (Finset.mem_univ i)
      exact (pow_eq_zero_iff two_ne_zero).mp
        ((mul_eq_zero.mp q).resolve_left (sub_pos.mpr (hf a i)).ne')
  · rintro ⟨hX, rfl⟩
    have hs : ∀ i j, X i j + X j i = 0 := by
      intro i j
      have h := congrFun (congrFun hX i) j
      rw [transpose_apply, Matrix.neg_apply] at h
      linarith
    simp [curvature, hs]
```

## Antisymmetric $X$ along a straight line

Antisymmetry marks $X$ as the generator of a rotation, but $I+tX$ is only the rotation's first-order part. With $Y=0$ we have $A=0$, $B=-X^2$, $G=\Lambda X-X\Lambda$ and $K=-X\Lambda X$. The cubic term vanishes because $\mathrm{Tr}\,X^2\Lambda X=\mathrm{Tr}\,X^3\Lambda$, and $\mathrm{Tr}\,BK=\mathrm{Tr}\,\Lambda X^4=\sum_{i,j}e_i\big((X^2)_{ij}\big)^2$. In the proof, `hc`, `c3` and `c4` handle the three orders.

```lean
/-- Along a straight line with antisymmetric `X` and no virtual part, the functional changes
only by the quartic term `-t⁴ ∑ e_i ((X²)_ij)²`. -/
theorem omEnergy_antisymmetric (e : o → ℝ) (f : v → ℝ) (X : Matrix o o ℝ) (hX : Xᵀ = -X)
    (t : ℝ) :
    omEnergy (levels e f) (occupied o v + t • fromRows X 0)
      = ∑ i, e i - t ^ 4 * ∑ i, ∑ j, e i * (X * X) i j ^ 2 := by
  have hs : ∀ i j, X i j + X j i = 0 := by
    intro i j
    have h := congrFun (congrFun hX i) j
    rw [transpose_apply, Matrix.neg_apply] at h
    linarith
  have hc : curvature e f X 0 = 0 := by simp [curvature, hs]
  have c3 : trace (-X * X * (-X * diagonal e + diagonal e * X)) = 0 := by
    have h : -X * X * (-X * diagonal e + diagonal e * X)
        = X * (X * X * diagonal e) - X * X * diagonal e * X := by noncomm_ring
    rw [h, trace_sub, trace_mul_comm (X * X * diagonal e) X, sub_self]
  have c4 : trace (-X * X * (-X * diagonal e * X)) = ∑ i, ∑ j, e i * (X * X) i j ^ 2 := by
    have hw := trace_weighted e (X * X)
    rw [transpose_mul, hX, neg_mul_neg] at hw
    have h : -X * X * (-X * diagonal e * X) = X * (X * X * diagonal e * X) := by
      noncomm_ring
    rw [← hw, h, trace_mul_comm]
    simp only [Matrix.mul_assoc]
  rw [omEnergy_expansion, hc, energy_blocks, overlap_blocks]
  simp only [hX, transpose_zero, Matrix.zero_mul, add_zero, add_neg_cancel, trace_zero]
  rw [c3, c4]
  ring

end

end OrbitalMinimization
```

For negative $e_i$ and $X\ne0$, the straight line therefore does cost energy, at fourth order. Without antisymmetry, the symmetric part of $X$ already enters at second order.

```lean
#print axioms OrbitalMinimization.second_order
#print axioms OrbitalMinimization.curvature_nonneg_iff
#print axioms OrbitalMinimization.curvature_eq_zero_iff
#print axioms OrbitalMinimization.omEnergy_antisymmetric
```

```
'OrbitalMinimization.second_order' depends on axioms: [propext, Classical.choice, Quot.sound]
'OrbitalMinimization.curvature_nonneg_iff' depends on axioms: [propext, Classical.choice, Quot.sound]
'OrbitalMinimization.curvature_eq_zero_iff' depends on axioms: [propext, Classical.choice, Quot.sound]
'OrbitalMinimization.omEnergy_antisymmetric' depends on axioms: [propext, Classical.choice, Quot.sound]
```

## Orthonormal orbitals from the start

The displacement could also be modelled as $e^{t\kappa}C$, with $\kappa$ antisymmetric on the whole space and $[X;Y]$ as its occupied columns. The orbitals then stay orthonormal, and the $t^2$ coefficient reduces to $\sum_{a,i}(f_a-e_i)Y_{ai}^2$. The condition $e_i\le0$ would disappear, along with the freedom to vary the orbitals without keeping them orthonormal, which the functional is designed to allow.
